# A second-order error bound for frozen Fermi–Dirac occupations of independent levels at fixed chemical potential

## Occupations respond at first order

When the levels of a metal move at fixed chemical potential $\mu$, their occupations move too. At temperature $T$, in energy units, a level at $\mu$ that rises by a small $d$ loses about $d/(4T)$ of an electron. Differentiating the band energy $\sum_i w_i f_i e_i$ therefore gives a term from the changing occupations which, like the term from the levels themselves, is of first order in the shifts. Carrying that term over to the grand potential gives a wrong force. Dropping it without an estimate leaves the error of a finite shift unknown.

For independent levels at fixed $\mu$ and $T>0$, with weights $w_i\ge 0$, the grand potential has no such first-order term, and the remaining error has a definite sign and an explicit bound. Let

$$\omega(\varepsilon)=-T\log\bigl(1+e^{(\mu-\varepsilon)/T}\bigr),\qquad f(\varepsilon)=\frac{1}{1+e^{(\varepsilon-\mu)/T}},\qquad \Omega(e)=\sum_i w_i\,\omega(e_i).$$

With old levels $e_i$, new levels $e'_i$ and $f_i=f(e_i)$,

$$0\le \Omega(e)+\sum_i w_i f_i(e'_i-e_i)-\Omega(e')\le\sum_i\frac{w_i(e'_i-e_i)^2}{8T}.$$

## Levels, weights and what stays fixed

In Lean, `frozen_occupation_bound` states these two inequalities. The finite type `ι` labels the levels, for instance by k-point, band and spin. The functions `e` and `e'` give their energies, and `w` gives the sampling weights, which need not sum to one. The functions `levelPotential`, `fermi` and `grandPotential` are $\omega$, $f$ and $\Omega$; `fermi` is an occupation, not the Fermi energy. `frozenEstimate` is $\Omega(e)$ plus the shifts weighted with the old occupations. The shifts may be large.

Both sets of levels share the same $\mu$ and $T$, so a calculation at fixed electron number, where $\mu$ moves, is a different case. The level energies are given data. Passing from them to the total energy of a self-consistent calculation, with its double-counting terms, is a separate step that the hypotheses do not supply. Accordingly, `force_theorem` is a derivative formula for independent levels, not the density-functional statement about frozen potentials that often bears this name.

## The occupation is a slope

With $x=e^{(\mu-\varepsilon)/T}$ the chain rule gives

$$\omega'(\varepsilon)=-T\,\frac{-x/T}{1+x}=\frac{x}{1+x}=\frac1{1+x^{-1}}=f(\varepsilon).$$

If the levels depend differentiably on a parameter $t$, then $d\Omega/dt=\sum_i w_i f_i\,de_i/dt$, with no term from $df_i/dt$.

A second differentiation gives

$$f'=-\frac{1}{T}\frac{e^{(\varepsilon-\mu)/T}}{(1+e^{(\varepsilon-\mu)/T})^2}=-\frac{f(1-f)}T\le0,\qquad f'+\frac1{4T}=\frac{(f-\frac12)^2}{T}\ge0.$$

So $f$ is nonincreasing, while $f+\varepsilon/(4T)$ is nondecreasing.

## Two tangents, two bounds

Let $\varphi'$ be nondecreasing. For $y>x$ the mean value theorem gives a $c$ between them with $\varphi(y)-\varphi(x)=\varphi'(c)(y-x)\ge\varphi'(x)(y-x)$. For $y<x$, $\varphi'(c)\le\varphi'(x)$ and $y-x<0$ give the same inequality, and for $y=x$ it is an equality. Hence $\varphi$ lies above its tangents.

For $\varphi=-\omega$ this reads $-\omega(\varepsilon)-f(\varepsilon)(\varepsilon'-\varepsilon)\le-\omega(\varepsilon')$, the lower bound for one level. For $\varphi=\omega+\varepsilon^2/(8T)$ it gives

$$\omega(\varepsilon)+f(\varepsilon)(\varepsilon'-\varepsilon)-\omega(\varepsilon')\le\frac{\varepsilon'^2-\varepsilon^2-2\varepsilon(\varepsilon'-\varepsilon)}{8T}=\frac{(\varepsilon'-\varepsilon)^2}{8T}.$$

Multiplying by $w_i\ge0$ and summing gives the result. Applying the lower bound also with $e$ and $e'$ exchanged brackets the change:

$$\sum_i w_i f(e'_i)(e'_i-e_i)\le\Omega(e')-\Omega(e)\le\sum_i w_i f(e_i)(e'_i-e_i).$$

## A level at the chemical potential fixes the constant

Start a level at $\mu$, move it by $d$, and put $u=d/(2T)$. Since $1+e^{-2u}=2e^{-u}\cosh u$, the error is

$$-T\log2+\frac d2+T\log(2e^{-u}\cosh u)=T\log\cosh u.$$

Suppose $Cd^2/T$ bounded this for every $d$, with $C<1/8$. Then $\log\cosh u\le4Cu^2$ for all $u$. Take $u=1-8C>0$ and $K=1+u^2/2$. From $\cosh u\ge K$ and $\log K\ge1-1/K$ follows $u^2/2\le4Cu^2K$, hence $1\le8CK=(1-u)(1+u^2/2)$. This rearranges to $u\,(1-u(1-u)/2)\le0$, which is impossible because $u(1-u)\le1/4$. So $C\ge1/8$.

## Smeared bands, and a negative weight

Suppose the bands of a metal have been computed on a k-mesh with Fermi–Dirac smearing, and a small change of the potential gives new eigenvalues. To estimate the change of the grand potential at the old $\mu$ and $T$, multiply each shift by its weight $w_i$ and its old occupation $f_i$ and add the products. Here $f_i$ lies between 0 and 1, so the factor of two for a spin-degenerate band belongs in $w_i$. With $T=0.1$ eV, a level of unit weight at $\mu$ that rises by $0.02$ eV contributes $0.01$ eV, with an error of at most $0.0005$ eV. The bound on the total error uses the same weights and shifts. It concerns the grand potential of independent levels at fixed $\mu$, not the band energy $\sum_i w_i f_i e_i$.

The inequalities fail for arbitrary real weights. One level at $\mu$ with $w=-1$ and $d\ne0$ has error $-T\log\cosh(d/(2T))<0$, which violates the lower bound.

## The Lean development

```lean
import Mathlib

open Finset

namespace FrozenOccupation

noncomputable section

/-- Fermi-Dirac occupation of a level `ε` at temperature `T ≠ 0` (in energy units) and
chemical potential `μ`. -/
def fermi (T μ ε : ℝ) : ℝ := 1 / (1 + Real.exp ((ε - μ) / T))

/-- Grand potential of a single level `ε` at temperature `T ≠ 0` and chemical potential `μ`. -/
def levelPotential (T μ ε : ℝ) : ℝ := -T * Real.log (1 + Real.exp ((μ - ε) / T))

variable {ι : Type*} [Fintype ι]

/-- Grand potential of independent electrons in levels `e i` with sampling weights `w i`,
at temperature `T ≠ 0`. -/
def grandPotential (w : ι → ℝ) (T μ : ℝ) (e : ι → ℝ) : ℝ :=
  ∑ i, w i * levelPotential T μ (e i)

/-- Estimate of the grand potential at the new levels `e'`, made with the occupations frozen
at their values for the old levels `e`, at temperature `T ≠ 0`. -/
def frozenEstimate (w : ι → ℝ) (T μ : ℝ) (e e' : ι → ℝ) : ℝ :=
  grandPotential w T μ e + ∑ i, w i * fermi T μ (e i) * (e' i - e i)

/-- The derivative of the grand potential of a level with respect to its energy is its
occupation, for `T ≠ 0`. -/
theorem hasDerivAt_levelPotential {T : ℝ} (hT : T ≠ 0) (μ ε : ℝ) :
    HasDerivAt (levelPotential T μ) (fermi T μ ε) ε := by
  have h1 : HasDerivAt (fun x => (μ - x) / T) (-1 / T) ε :=
    ((hasDerivAt_id' ε).const_sub μ).div_const T
  have hp : 1 + Real.exp ((μ - ε) / T) ≠ 0 := by positivity
  have h2 := ((h1.exp.const_add 1).log hp).const_mul (-T)
  refine HasDerivAt.congr_deriv h2 ?_
  have he : Real.exp ((ε - μ) / T) = (Real.exp ((μ - ε) / T))⁻¹ := by
    rw [← Real.exp_neg]
    congr 1
    ring
  have key : ∀ x : ℝ, 0 < x → -T * (x * (-1 / T) / (1 + x)) = 1 / (1 + x⁻¹) := by
    intro x hx
    have hxx : x * x⁻¹ = 1 := mul_inv_cancel₀ hx.ne'
    have h3 : 1 / (1 + x⁻¹) = x / (1 + x) := by
      rw [div_eq_div_iff (by positivity) (by positivity)]
      linear_combination -hxx
    have h4 : T * T⁻¹ = 1 := mul_inv_cancel₀ hT
    rw [h3]
    linear_combination (x / (1 + x)) * h4
  unfold fermi
  rw [he]
  exact key _ (Real.exp_pos _)

/-- For `T > 0` the occupation never rises with the level energy, and nowhere falls faster than with
slope `1/(4T)`: adding `ε/(4T)` makes it nondecreasing. -/
theorem fermi_slope {T : ℝ} (hT : 0 < T) (μ : ℝ) :
    Antitone (fermi T μ) ∧ Monotone (fun ε => fermi T μ ε + ε / (4 * T)) := by
  -- the derivative of the occupation is -f(1-f)/T
  have hd : ∀ x, HasDerivAt (fermi T μ) (-(fermi T μ x * (1 - fermi T μ x) / T)) x := by
    intro x
    have h1 : HasDerivAt (fun y => (y - μ) / T) (1 / T) x :=
      ((hasDerivAt_id' x).sub_const μ).div_const T
    have hp : 1 + Real.exp ((x - μ) / T) ≠ 0 := by positivity
    have h2 := (hasDerivAt_const x (1 : ℝ)).fun_div (h1.exp.const_add 1) hp
    refine HasDerivAt.congr_deriv h2 ?_
    have h3 := mul_inv_cancel₀ hp
    unfold fermi
    rw [div_eq_iff (pow_ne_zero 2 hp)]
    linear_combination (T⁻¹ * ((1 + Real.exp ((x - μ) / T))
      - (1 + Real.exp ((x - μ) / T)) * (1 + Real.exp ((x - μ) / T))⁻¹ - 1)) * h3
  constructor
  · refine antitone_of_deriv_nonpos (fun x => (hd x).differentiableAt) fun x => ?_
    have h0 : 0 ≤ fermi T μ x := by unfold fermi; positivity
    have h1 : fermi T μ x ≤ 1 := by
      unfold fermi
      rw [div_le_one (by positivity)]
      linarith [Real.exp_pos ((x - μ) / T)]
    rw [(hd x).deriv]
    exact neg_nonpos.2 (div_nonneg (mul_nonneg h0 (sub_nonneg.2 h1)) hT.le)
  · have hg : ∀ x, HasDerivAt (fun ε => fermi T μ ε + ε / (4 * T))
        (-(fermi T μ x * (1 - fermi T μ x) / T) + 1 / (4 * T)) x := fun x =>
      (hd x).fun_add ((hasDerivAt_id' x).div_const (4 * T))
    refine monotone_of_deriv_nonneg (fun x => (hg x).differentiableAt) fun x => ?_
    have hs : -(fermi T μ x * (1 - fermi T μ x) / T) + 1 / (4 * T)
        = (fermi T μ x - 1 / 2) ^ 2 / T := by ring
    rw [(hg x).deriv, hs]
    positivity

/-- A function whose derivative is nondecreasing lies above each of its tangents. -/
theorem tangent_le {φ φ' : ℝ → ℝ} (hd : ∀ x, HasDerivAt φ (φ' x) x) (hm : Monotone φ')
    (x y : ℝ) : φ x + φ' x * (y - x) ≤ φ y := by
  rcases lt_trichotomy x y with h | rfl | h
  · obtain ⟨c, hc, h'⟩ := exists_hasDerivAt_eq_slope φ φ' h
      (fun z _ => (hd z).continuousAt.continuousWithinAt) (fun z _ => hd z)
    rw [eq_div_iff (sub_pos.2 h).ne'] at h'
    linarith [mul_le_mul_of_nonneg_right (hm hc.1.le) (sub_pos.2 h).le]
  · simp
  · obtain ⟨c, hc, h'⟩ := exists_hasDerivAt_eq_slope φ φ' h
      (fun z _ => (hd z).continuousAt.continuousWithinAt) (fun z _ => hd z)
    rw [eq_div_iff (sub_pos.2 h).ne'] at h'
    linarith [mul_le_mul_of_nonneg_right (hm hc.2.le) (sub_pos.2 h).le]

/-- For one level moved from `ε` to `ε'` at `T > 0`, the frozen-occupation estimate is too high
by at least zero and at most `(ε' - ε)²/(8T)`. -/
theorem level_error_bound {T : ℝ} (hT : 0 < T) (μ ε ε' : ℝ) :
    0 ≤ levelPotential T μ ε + fermi T μ ε * (ε' - ε) - levelPotential T μ ε' ∧
    levelPotential T μ ε + fermi T μ ε * (ε' - ε) - levelPotential T μ ε'
      ≤ (ε' - ε) ^ 2 / (8 * T) := by
  obtain ⟨ha, hm⟩ := fermi_slope hT μ
  constructor
  · -- the negative of the level potential is convex
    have h : -levelPotential T μ ε + -fermi T μ ε * (ε' - ε) ≤ -levelPotential T μ ε' :=
      tangent_le (φ := fun x => -levelPotential T μ x) (φ' := fun x => -fermi T μ x)
        (fun x => (hasDerivAt_levelPotential hT.ne' μ x).fun_neg)
        (fun _ _ hxy => neg_le_neg (ha hxy)) ε ε'
    linarith
  · -- adding the parabola ε²/(8T) makes the level potential convex
    have hq : ∀ x, HasDerivAt (fun y => levelPotential T μ y + y * y / (8 * T))
        (fermi T μ x + x / (4 * T)) x := fun x =>
      ((hasDerivAt_levelPotential hT.ne' μ x).fun_add
        (((hasDerivAt_id' x).fun_mul (hasDerivAt_id' x)).div_const (8 * T))).congr_deriv
        (by ring)
    have h : levelPotential T μ ε + ε * ε / (8 * T)
        + (fermi T μ ε + ε / (4 * T)) * (ε' - ε)
        ≤ levelPotential T μ ε' + ε' * ε' / (8 * T) := tangent_le hq hm ε ε'
    have hs : (ε' - ε) ^ 2 / (8 * T)
        = ε' * ε' / (8 * T) - ε * ε / (8 * T) - ε / (4 * T) * (ε' - ε) := by ring
    rw [hs]
    linarith

/-- Frozen-occupation theorem: for `T > 0` and nonnegative weights, the estimate with frozen
occupations exceeds the true grand potential at the new levels by at least zero and at most
`∑ w (e' - e)²/(8T)`. -/
theorem frozen_occupation_bound {w : ι → ℝ} (hw : ∀ i, 0 ≤ w i) {T : ℝ} (hT : 0 < T)
    (μ : ℝ) (e e' : ι → ℝ) :
    0 ≤ frozenEstimate w T μ e e' - grandPotential w T μ e' ∧
    frozenEstimate w T μ e e' - grandPotential w T μ e'
      ≤ ∑ i, w i * (e' i - e i) ^ 2 / (8 * T) := by
  -- the error is a weighted sum of the errors of the single levels
  have h : frozenEstimate w T μ e e' - grandPotential w T μ e'
      = ∑ i, w i * (levelPotential T μ (e i) + fermi T μ (e i) * (e' i - e i)
        - levelPotential T μ (e' i)) := by
    unfold frozenEstimate grandPotential
    rw [← sum_add_distrib, ← sum_sub_distrib]
    exact sum_congr rfl fun i _ => by ring
  rw [h]
  constructor
  · exact sum_nonneg fun i _ => mul_nonneg (hw i) (level_error_bound hT μ (e i) (e' i)).1
  · refine sum_le_sum fun i _ => ?_
    rw [mul_div_assoc]
    exact mul_le_mul_of_nonneg_left (level_error_bound hT μ (e i) (e' i)).2 (hw i)

/-- For `T > 0` and nonnegative weights, the change of the grand potential lies between the
level shifts weighted with the new occupations and those weighted with the old ones. -/
theorem grandPotential_change_bracket {w : ι → ℝ} (hw : ∀ i, 0 ≤ w i) {T : ℝ} (hT : 0 < T)
    (μ : ℝ) (e e' : ι → ℝ) :
    ∑ i, w i * fermi T μ (e' i) * (e' i - e i)
      ≤ grandPotential w T μ e' - grandPotential w T μ e ∧
    grandPotential w T μ e' - grandPotential w T μ e
      ≤ ∑ i, w i * fermi T μ (e i) * (e' i - e i) := by
  have h1 := (frozen_occupation_bound hw hT μ e e').1
  have h2 := (frozen_occupation_bound hw hT μ e' e).1
  have h3 : ∑ i, w i * fermi T μ (e' i) * (e i - e' i)
      = -∑ i, w i * fermi T μ (e' i) * (e' i - e i) := by
    rw [← sum_neg_distrib]
    exact sum_congr rfl fun i _ => by ring
  unfold frozenEstimate at h1 h2
  rw [h3] at h2
  constructor <;> linarith

/-- For independent levels that depend differentiably on a parameter, the derivative of the grand
potential at fixed `μ` and `T ≠ 0` is the sum of the level slopes times weights and occupations,
with no term from the change of the occupations. -/
theorem force_theorem (w : ι → ℝ) {T : ℝ} (hT : T ≠ 0) (μ : ℝ) {e : ι → ℝ → ℝ}
    {v : ι → ℝ} {x : ℝ} (he : ∀ i, HasDerivAt (e i) (v i) x) :
    HasDerivAt (fun t => grandPotential w T μ (fun i => e i t))
      (∑ i, w i * fermi T μ (e i x) * v i) x := by
  unfold grandPotential
  refine HasDerivAt.fun_sum fun i _ => ?_
  rw [mul_assoc]
  exact ((hasDerivAt_levelPotential hT μ (e i x)).comp x (he i)).const_mul (w i)

/-- For a level that starts at the chemical potential and moves by `d`, the error of the
frozen-occupation estimate is exactly `T log cosh(d/(2T))`, for `T ≠ 0`. -/
theorem error_at_chemical_potential {T : ℝ} (hT : T ≠ 0) (μ d : ℝ) :
    levelPotential T μ μ + fermi T μ μ * d - levelPotential T μ (μ + d)
      = T * Real.log (Real.cosh (d / (2 * T))) := by
  have h1 : 1 + Real.exp ((μ - (μ + d)) / T)
      = 2 * Real.cosh (d / (2 * T)) * Real.exp (-(d / (2 * T))) := by
    have h2 : (μ - (μ + d)) / T = -(d / (2 * T)) + -(d / (2 * T)) := by ring
    have h3 : Real.exp (d / (2 * T)) * Real.exp (-(d / (2 * T))) = 1 := by
      rw [← Real.exp_add, add_neg_cancel, Real.exp_zero]
    rw [h2, Real.exp_add, Real.cosh_eq]
    linear_combination -h3
  have h4 : T * (d / (2 * T)) = d / 2 := by field_simp
  have h5 : (1 : ℝ) + 1 = 2 := by norm_num
  unfold levelPotential fermi
  rw [h1, Real.log_mul (mul_pos two_pos (Real.cosh_pos _)).ne' (Real.exp_ne_zero _),
    Real.log_mul two_ne_zero (Real.cosh_pos _).ne', Real.log_exp]
  simp only [sub_self, zero_div, Real.exp_zero, h5]
  linear_combination -h4

/-- The constant `1/8` is optimal: at any `T > 0`, if `C d²/T` bounds the error for every
displacement `d` of a level that starts at the chemical potential, then `C ≥ 1/8`. -/
theorem one_eighth_optimal {T : ℝ} (hT : 0 < T) (μ C : ℝ)
    (hC : ∀ d, levelPotential T μ μ + fermi T μ μ * d - levelPotential T μ (μ + d)
      ≤ C * d ^ 2 / T) : 1 / 8 ≤ C := by
  by_contra hlt
  have hlt' : C < 1 / 8 := lt_of_not_ge hlt
  -- test displacement d = 2Tu with u = 1 - 8C
  obtain ⟨u, hu⟩ : ∃ u, u = 1 - 8 * C := ⟨_, rfl⟩
  have hu0 : 0 < u := by linarith
  have h1 := hC (2 * T * u)
  have h2 : 2 * T * u / (2 * T) = u := mul_div_cancel_left₀ u (by positivity)
  have h3 : C * (2 * T * u) ^ 2 / T = T * (4 * C * u ^ 2) := by
    rw [div_eq_iff hT.ne']
    ring
  rw [error_at_chemical_potential hT.ne', h2, h3] at h1
  have h4 : Real.log (Real.cosh u) ≤ 4 * C * u ^ 2 := le_of_mul_le_mul_left h1 hT
  -- cosh u ≥ 1 + u²/2
  have h5 : 1 + u ^ 2 / 2 ≤ Real.cosh u := by
    have h6 := Real.cosh_two_mul (u / 2)
    rw [show 2 * (u / 2) = u by ring, Real.cosh_sq] at h6
    have h7 : u / 2 ≤ Real.sinh (u / 2) := Real.self_le_sinh_iff.2 (by positivity)
    nlinarith [mul_self_le_mul_self (by positivity : 0 ≤ u / 2) h7]
  have hK : 0 < 1 + u ^ 2 / 2 := by positivity
  have h8 : 1 - (1 + u ^ 2 / 2)⁻¹ ≤ 4 * C * u ^ 2 :=
    (Real.one_sub_inv_le_log_of_pos hK).trans ((Real.log_le_log hK h5).trans h4)
  have h9 := mul_le_mul_of_nonneg_right h8 hK.le
  rw [sub_mul, inv_mul_cancel₀ hK.ne'] at h9
  have h10 : u ^ 2 * 1 ≤ u ^ 2 * (8 * C * (1 + u ^ 2 / 2)) := by linarith
  have h11 := le_of_mul_le_mul_left h10 (by positivity)
  -- with 8C = 1 - u this is impossible
  have h12 : 8 * C = 1 - u := by linarith
  rw [h12] at h11
  have h13 : 0 < 1 - (1 - u) * u / 2 := by nlinarith [sq_nonneg (u - 1 / 2)]
  linarith [mul_pos hu0 h13]

end

end FrozenOccupation
```

```lean
#print axioms FrozenOccupation.grandPotential_change_bracket
#print axioms FrozenOccupation.force_theorem
#print axioms FrozenOccupation.error_at_chemical_potential
#print axioms FrozenOccupation.one_eighth_optimal
```

```
'FrozenOccupation.grandPotential_change_bracket' depends on axioms: [propext, Classical.choice, Quot.sound]
'FrozenOccupation.force_theorem' depends on axioms: [propext, Classical.choice, Quot.sound]
'FrozenOccupation.error_at_chemical_potential' depends on axioms: [propext, Classical.choice, Quot.sound]
'FrozenOccupation.one_eighth_optimal' depends on axioms: [propext, Classical.choice, Quot.sound]
```

## From derivatives to inequalities in Lean

`hasDerivAt_levelPotential` assembles the chain rule, and its inner claim `key` is the algebra in $x$ above. `force_theorem` composes this derivative with that of each level and sums; the level slopes `v` are assumed to exist at the point considered.

`fermi_slope` first proves $f'=-f(1-f)/T$, then reads both monotonicity statements from the signs of derivatives. The square $(f-\frac12)^2/T$ appears there as `hs`. `tangent_le` splits into the three orderings of $x$ and $y$ and takes the intermediate point from `exists_hasDerivAt_eq_slope`.

`level_error_bound` applies `tangent_le` to the two functions chosen above, and `linarith` rearranges the results. `frozen_occupation_bound` rewrites the total error as a weighted sum of single-level errors and compares term by term. `grandPotential_change_bracket` uses its lower bound in both directions.

`error_at_chemical_potential` factors out the hyperbolic cosine and splits the logarithm. `one_eighth_optimal` follows the contradiction above with the same $u$; it gets $\cosh u\ge1+u^2/2$ from $\cosh u=1+2\sinh^2(u/2)$ and $\sinh(u/2)\ge u/2$.
